# A solution curve with curvature at most $M$ lies within $M(E-E_0)^2/2$ of the span of $u(E_0)$ and $u'(E_0)$

Let $u$ be a twice differentiable curve in a real normed space, with $\|u''\|\le M$ between $E_0$ and $E$. Then the distance from $u(E)$ to the span of $u(E_0)$ and $u'(E_0)$ is at most $M(E-E_0)^2/2$. Linear augmented-wave methods use such a pair of radial functions for each angular momentum inside each atomic sphere; the bound applies there to a one-parameter family of solutions whose curvature bound $M$ is supplied, not computed from a potential. The counter-examples below are argued in prose only.

```lean
import Mathlib

open Set

namespace EnergyLinearisation

noncomputable section

section Normed

variable {V : Type*} [NormedAddCommGroup V] [NormedSpace ℝ V]
```

## The derivatives and the energy window

In `CurvatureBound`, `du` and `ddu` stand for $u'$ and $u''$. The fields `first` and `second` say that they really are these derivatives at every energy of the window `uIcc E0 E`, the closed interval between the two energies in either order. The field `bound` limits how fast the energy derivative of the solution can change.

```lean
/-- On the energy window between `E0` and `E`, the curve `u` has first derivative `du` and
second derivative `ddu`, and the norm of the second derivative is at most `M`. -/
structure CurvatureBound (u du ddu : ℝ → V) (M E0 E : ℝ) : Prop where
  first : ∀ e ∈ uIcc E0 E, HasDerivAt u (du e) e
  second : ∀ e ∈ uIcc E0 E, HasDerivAt du (ddu e) e
  bound : ∀ e ∈ uIcc E0 E, ‖ddu e‖ ≤ M
```

The trial vector is the first-order expansion $\varphi=u(E_0)+\Delta\,u'(E_0)$, where $\Delta=E-E_0$.

```lean
/-- The linearised solution `u(E0) + (E - E0) u'(E0)`, with `du` in the role of `u'`. -/
def linearised (u du : ℝ → V) (E0 E : ℝ) : V := u E0 + (E - E0) • du E0

/-- The space spanned by `u(E0)` and `u'(E0)`, with `du` in the role of `u'`. -/
def linSpace (u du : ℝ → V) (E0 : ℝ) : Submodule ℝ V :=
  Submodule.span ℝ {u E0, du E0}
```

Without `first`, `du` could be zero for the curve $u(e)=(1,e)$ in the Euclidean plane. With $E_0=0$ and $M=0$ the bound would be zero, but the distance is $|E|$. Without `second`, `ddu` could be zero for $u(e)=(1,e^2)$, with the same contradiction.

## The curvature bound on the whole window

The bound is used first to control the drift of the derivative: by the mean value inequality, $\|u'(e)-u'(E_0)\|\le M|e-E_0|$. The Lean proof applies this inequality on the convex set `uIcc E0 E`.

```lean
/-- If the second derivative is bounded by `M` on the window, the energy derivative changes
by at most `M |e - E0|` between `E0` and any energy `e` of the window. -/
theorem derivative_drift {u du ddu : ℝ → V} {M E0 E e : ℝ}
    (h : CurvatureBound u du ddu M E0 E) (he : e ∈ uIcc E0 E) :
    ‖du e - du E0‖ ≤ M * |e - E0| := by
  have hc : Convex ℝ (uIcc E0 E) := convex_uIcc E0 E
  have key := hc.norm_image_sub_le_of_norm_hasDerivWithin_le
    (fun x hx => (h.second x hx).hasDerivWithinAt) h.bound left_mem_uIcc he
  simpa only [Real.norm_eq_abs] using key
```

Now follow the remainder along the window, for $0\le t\le1$:

$$r(t)=u(E_0+t\Delta)-u(E_0)-t\Delta\,u'(E_0),\qquad r(0)=0.$$

The chain rule and the drift estimate give

$$\|r'(t)\|=|\Delta|\,\|u'(E_0+t\Delta)-u'(E_0)\|\le M\Delta^2t.$$

The right side is the derivative of $M\Delta^2t^2/2$, so $\|r(1)\|\le M\Delta^2/2$. In the proof, `hg` is the chain rule, `hspeed` the speed estimate and `hB` the derivative of the comparison function. A mean value theorem for norms then compares the two, without integrating $u''$. Replacing the speed estimate $M\Delta^2t$ by its largest value $M\Delta^2$ would still give a valid bound, but one twice as large.

```lean
/-- If the second derivative is bounded by `M` on the window, the linearised solution
differs from the solution at energy `E` by at most `M (E - E0)² / 2` in norm. -/
theorem linearisation_error {u du ddu : ℝ → V} {M E0 E : ℝ}
    (h : CurvatureBound u du ddu M E0 E) :
    ‖u E - linearised u du E0 E‖ ≤ M * (E - E0) ^ 2 / 2 := by
  have hc : Convex ℝ (uIcc E0 E) := convex_uIcc E0 E
  have hmem : ∀ t ∈ Icc (0 : ℝ) 1, E0 + t * (E - E0) ∈ uIcc E0 E := fun t ht => by
    simpa only [smul_eq_mul] using hc.add_smul_sub_mem left_mem_uIcc right_mem_uIcc ht
  -- the remainder, followed along the straight path from `E0` to `E`
  have hg : ∀ t ∈ Icc (0 : ℝ) 1, HasDerivAt
      (fun s : ℝ => u (E0 + s * (E - E0)) - (u E0 + (s * (E - E0)) • du E0))
      ((E - E0) • (du (E0 + t * (E - E0)) - du E0)) t := by
    intro t ht
    have h1 : HasDerivAt (fun s : ℝ => s * (E - E0)) (E - E0) t :=
      hasDerivAt_mul_const (E - E0)
    have h2 : HasDerivAt (fun s : ℝ => u (E0 + s * (E - E0)))
        ((E - E0) • du (E0 + t * (E - E0))) t :=
      (h.first _ (hmem t ht)).scomp_of_eq t (h1.const_add E0) rfl
    have h3 := (h1.smul_const (du E0)).const_add (u E0)
    rw [smul_sub]
    exact h2.sub h3
  have hB : ∀ t : ℝ, HasDerivAt (fun s : ℝ => M * (E - E0) ^ 2 / 2 * s ^ 2)
      (M * (E - E0) ^ 2 * t) t := fun t =>
    ((hasDerivAt_pow 2 t).const_mul (M * (E - E0) ^ 2 / 2)).congr_deriv
      (by push_cast; ring)
  -- its speed is controlled by the drift of the energy derivative
  have hspeed : ∀ t ∈ Ico (0 : ℝ) 1,
      ‖(E - E0) • (du (E0 + t * (E - E0)) - du E0)‖ ≤ M * (E - E0) ^ 2 * t := by
    intro t ht
    have hd := derivative_drift h (hmem t ⟨ht.1, ht.2.le⟩)
    rw [add_sub_cancel_left, abs_mul, abs_of_nonneg ht.1] at hd
    rw [norm_smul, Real.norm_eq_abs]
    calc |E - E0| * ‖du (E0 + t * (E - E0)) - du E0‖
        ≤ |E - E0| * (M * (t * |E - E0|)) :=
          mul_le_mul_of_nonneg_left hd (abs_nonneg _)
      _ = M * |E - E0| ^ 2 * t := by ring
      _ = M * (E - E0) ^ 2 * t := by rw [sq_abs]
  have key := image_norm_le_of_norm_deriv_right_le_deriv_boundary
    (fun t ht => (hg t ht).continuousAt.continuousWithinAt)
    (fun t ht => (hg t ⟨ht.1, ht.2.le⟩).hasDerivWithinAt)
    (by simp) hB hspeed (right_mem_Icc.2 (zero_le_one' ℝ))
  simpa only [linearised, one_mul, add_sub_cancel, one_pow, mul_one] using key
```

Since $\varphi$ lies in the span, with coefficients $1$ and $\Delta$, the distance is no larger than $\|u(E)-\varphi\|$.

```lean
/-- If the second derivative is bounded by `M` on the window, the distance from the solution
at `E` to the span of `u(E0)` and `u'(E0)` is at most `M (E - E0)² / 2`. -/
theorem infDist_linSpace_le {u du ddu : ℝ → V} {M E0 E : ℝ}
    (h : CurvatureBound u du ddu M E0 E) :
    Metric.infDist (u E) (linSpace u du E0 : Set V) ≤ M * (E - E0) ^ 2 / 2 := by
  have hm : linearised u du E0 E ∈ (linSpace u du E0 : Set V) :=
    Submodule.mem_span_pair.2 ⟨1, E - E0, by rw [one_smul, linearised]⟩
  refine (Metric.infDist_le_dist_of_mem hm).trans ?_
  rw [dist_eq_norm]
  exact linearisation_error h

end Normed
```

A bound at $E_0$ alone is not enough. For $u(e)=(1,e^3)$ and $E_0=0$, the curvature at $E_0$ vanishes, but the distance is $|E|^3$.

## Curvature orthogonal to the span

In a real inner product space, equality is attained by

$$w(E)=a+\Delta\,b+\tfrac12M\Delta^2c,\qquad M\ge0,\quad \|c\|=1,\quad c\perp a,b.$$

```lean
section Hilbert

variable {V : Type*} [NormedAddCommGroup V] [InnerProductSpace ℝ V]

/-- The quadratic curve with value `a`, slope `b` and curvature `M c` at the energy `E0`. -/
def quadCurve (a b c : V) (M E0 E : ℝ) : V :=
  a + (E - E0) • b + (M * (E - E0) ^ 2 / 2) • c

/-- The slope `b + M (E - E0) c` of the quadratic curve. -/
def quadSlope (b c : V) (M E0 E : ℝ) : V := b + (M * (E - E0)) • c
```

Here $a$ and $b$ are the value and slope at $E_0$. For every $y$ in their span, orthogonality and Cauchy–Schwarz give $M\Delta^2/2=\langle c,w(E)-y\rangle\le\|w(E)-y\|$; these are `hin` and `hcs`. If instead $c=a$, the curve never leaves the span and the distance is zero.

```lean
/-- The constant is sharp: for `M ≥ 0` and a unit vector `c` orthogonal to `a` and `b`, the
quadratic curve meets the curvature bound `M` and its distance to the span equals
`M (E - E0)² / 2`. -/
theorem bound_sharp {a b c : V} {M : ℝ} (hM : 0 ≤ M) (hc : ‖c‖ = 1)
    (ha : inner ℝ c a = 0) (hb : inner ℝ c b = 0) (E0 E : ℝ) :
    CurvatureBound (quadCurve a b c M E0) (quadSlope b c M E0) (fun _ => M • c) M E0 E ∧
    Metric.infDist (quadCurve a b c M E0 E)
      (linSpace (quadCurve a b c M E0) (quadSlope b c M E0) E0 : Set V)
        = M * (E - E0) ^ 2 / 2 := by
  have h1 : ∀ e : ℝ, HasDerivAt (fun x : ℝ => x - E0) 1 e := fun e =>
    (hasDerivAt_id e).sub_const E0
  have hcurv : CurvatureBound (quadCurve a b c M E0) (quadSlope b c M E0)
      (fun _ => M • c) M E0 E := by
    refine ⟨fun e _ => ?_, fun e _ => ?_, fun e _ => ?_⟩
    · have h2 : HasDerivAt (fun x : ℝ => M * (x - E0) ^ 2 / 2) (M * (e - E0)) e :=
        ((((h1 e).fun_pow 2).const_mul M).div_const 2).congr_deriv (by push_cast; ring)
      exact ((((h1 e).smul_const b).const_add a).add (h2.smul_const c)).congr_deriv
        (by rw [one_smul, quadSlope])
    · exact ((((h1 e).const_mul M).smul_const c).const_add b).congr_deriv
        (by rw [mul_one])
    · rw [norm_smul, hc, mul_one, Real.norm_eq_abs, abs_of_nonneg hM]
  refine ⟨hcurv, le_antisymm (infDist_linSpace_le hcurv) ?_⟩
  refine (Metric.le_infDist ⟨0, Submodule.zero_mem _⟩).2 ?_
  intro y hy
  obtain ⟨p, q, rfl⟩ := Submodule.mem_span_pair.1 hy
  -- the component along `c` cannot be reached from the span
  have hin : inner ℝ c (quadCurve a b c M E0 E -
      (p • quadCurve a b c M E0 E0 + q • quadSlope b c M E0 E0))
        = M * (E - E0) ^ 2 / 2 := by
    simp [quadCurve, quadSlope, inner_sub_right, inner_add_right, inner_smul_right,
      ha, hb, hc]
  have hcs := real_inner_le_norm c (quadCurve a b c M E0 E -
      (p • quadCurve a b c M E0 E0 + q • quadSlope b c M E0 E0))
  rw [hin, hc, one_mul] at hcs
  rw [dist_eq_norm]
  exact hcs
```

## A symmetric Hamiltonian and its eigenvalue equation

Let $H$ be symmetric with $H\psi=\varepsilon\psi$, and write $\varphi=\psi+\delta$ for any trial vector. Since $(H-\varepsilon)\psi=0$,

$$\langle\varphi,(H-\varepsilon)\varphi\rangle=\langle\psi,(H-\varepsilon)\delta\rangle+\langle\delta,(H-\varepsilon)\delta\rangle.$$

Symmetry moves $H-\varepsilon$ onto $\psi$ and removes the first term. In Lean, `h1` does this.

```lean
/-- For a symmetric `H` with `H ψ = ε ψ`, the quadratic form of `H - ε` takes the same value
on a trial vector `φ` as on its error `φ - ψ`. -/
theorem energy_error_identity {H : V →ₗ[ℝ] V} (hH : H.IsSymmetric) {ψ : V} {ε : ℝ}
    (hψ : H ψ = ε • ψ) (φ : V) :
    inner ℝ φ (H φ) - ε * ‖φ‖ ^ 2
      = inner ℝ (φ - ψ) (H (φ - ψ)) - ε * ‖φ - ψ‖ ^ 2 := by
  have h1 : inner ℝ ψ (H φ) = ε * inner ℝ ψ φ := by
    rw [← hH ψ φ, hψ, real_inner_smul_left]
  simp only [← real_inner_self_eq_norm_sq, map_sub, hψ, inner_sub_left, inner_sub_right,
    real_inner_smul_right]
  rw [h1, real_inner_comm φ ψ]
  ring
```

Without symmetry the energy error can be of second order. Take $H(x,y)=(y,0)$, $u(e)=(1,e^2)$ and $E=0$. Then $\varphi=(1,-E_0^2)$, and its Rayleigh quotient is $-E_0^2/(1+E_0^4)$.

## A bounded form and a nonzero trial vector

Set $\psi=u(E)$ and $\varepsilon=E$; the eigenvalue equation is required at this energy only. It could not hold on a whole window of positive length: eigenvectors of a symmetric $H$ at different energies are orthogonal, so a continuous curve of them would be zero. The solutions inside an atomic sphere, which solve their differential equation at every energy, are therefore not covered by this energy estimate. If $|\langle x,(H-E)x\rangle|\le C\|x\|^2$ for all $x$, the identity and the vector error give

$$\left|\frac{\langle\varphi,H\varphi\rangle}{\|\varphi\|^2}-E\right|\le\frac{C\,(M\Delta^2/2)^2}{\|\varphi\|^2}.$$

This is fourth order in $\Delta$ while $C$ and $M$ stay fixed and $\|\varphi\|$ stays away from zero. The constant $C$ limits the spread of energies about $E$, as in a finite basis; an unbounded differential operator does not satisfy this condition. With $H(x,y)=(0,y)$ and the same curve, the quotient is $E_0^4/(1+E_0^4)$, so $C=0$ would be false. The condition $\varphi\ne0$ makes the quotient meaningful.

```lean
/-- Let `u(E)` satisfy `H u(E) = E u(E)` with `H` symmetric, the form of `H - E` bounded by `C`, and
the second derivative of `u` bounded by `M` on the window. Then the Rayleigh quotient of a nonzero
linearised solution `φ` differs from `E` by at most `C (M (E - E0)² / 2)² / ‖φ‖²`. -/
theorem rayleigh_error_fourth_order {u du ddu : ℝ → V} {M E0 E C : ℝ}
    (h : CurvatureBound u du ddu M E0 E) {H : V →ₗ[ℝ] V} (hH : H.IsSymmetric)
    (hu : H (u E) = E • u E)
    (hC : ∀ x : V, |inner ℝ x (H x) - E * ‖x‖ ^ 2| ≤ C * ‖x‖ ^ 2)
    (hφ : linearised u du E0 E ≠ 0) :
    |inner ℝ (linearised u du E0 E) (H (linearised u du E0 E))
        / ‖linearised u du E0 E‖ ^ 2 - E|
      ≤ C * (M * (E - E0) ^ 2 / 2) ^ 2 / ‖linearised u du E0 E‖ ^ 2 := by
  have herr := linearisation_error h
  rw [norm_sub_rev] at herr
  generalize linearised u du E0 E = φ at *
  have hpos : 0 < ‖φ‖ ^ 2 := pow_pos (norm_pos_iff.2 hφ) 2
  have hC0 : 0 ≤ C := by
    by_contra hneg
    have h1 := mul_neg_of_neg_of_pos (not_le.1 hneg) hpos
    linarith [hC φ, abs_nonneg (inner ℝ φ (H φ) - E * ‖φ‖ ^ 2)]
  have hq : inner ℝ φ (H φ) / ‖φ‖ ^ 2 - E
      = (inner ℝ φ (H φ) - E * ‖φ‖ ^ 2) / ‖φ‖ ^ 2 := by
    rw [sub_div, mul_div_cancel_right₀ _ hpos.ne']
  rw [hq, abs_div, abs_of_pos hpos]
  refine div_le_div_of_nonneg_right ?_ hpos.le
  -- the energy error is quadratic in the error of the vector
  rw [energy_error_identity hH hu φ]
  exact (hC _).trans
    (mul_le_mul_of_nonneg_left (pow_le_pow_left₀ (norm_nonneg _) herr 2) hC0)

end Hilbert

end

end EnergyLinearisation
```

```lean
#print axioms EnergyLinearisation.bound_sharp
#print axioms EnergyLinearisation.rayleigh_error_fourth_order
```

```
'EnergyLinearisation.bound_sharp' depends on axioms: [propext, Classical.choice, Quot.sound]
'EnergyLinearisation.rayleigh_error_fourth_order' depends on axioms: [propext, Classical.choice, Quot.sound]
```
